# At most linearly many exponentially decaying semilocal integrals on a lattice exceed a fixed threshold

A system with $N$ basis functions and $N$ cores has $N^3$ semilocal core-potential integrals, if both orders of each pair of functions are counted. Suppose that the integrals decay exponentially with the distance of both basis functions from the core, with a prefactor and a rate that stay the same as the system grows. If functions and cores sit on a lattice, with at most one function to a site, the number of integrals whose magnitude reaches a fixed positive threshold grows at most linearly with the number of cores.

```lean
import Mathlib

open Finset

namespace SemilocalScreening

noncomputable section

variable {ι κ X : Type*} [Fintype ι] [Fintype κ]

/-- The triples (basis function, basis function, core) whose semilocal integral has
magnitude at least the threshold `t`. -/
def survivors (I : ι → ι → κ → ℝ) (t : ℝ) : Finset (ι × ι × κ) :=
  Finset.univ.filter fun p => t ≤ |I p.1 p.2.1 p.2.2|

/-- The screening radius `ln (M / t) / k` for prefactor `M`, decay rate `k` and threshold `t`,
meant for positive `M`, `k` and `t`. -/
def screeningRadius (M k t : ℝ) : ℝ := Real.log (M / t) / k

/-- The basis functions centred within distance `R` of the point `p`. -/
def nearby [PseudoMetricSpace X] (x : ι → X) (p : X) (R : ℝ) : Finset ι :=
  Finset.univ.filter fun i => dist (x i) p ≤ R

/-- For positive decay rate and threshold, an exponential bound `M exp (-k s)` that reaches
the threshold forces the distance `s` to be at most the screening radius. -/
theorem le_screeningRadius {M k t s : ℝ} (hk : 0 < k) (ht : 0 < t)
    (h : t ≤ M * Real.exp (-(k * s))) : s ≤ screeningRadius M k t := by
  have he := Real.exp_pos (-(k * s))
  have hM : 0 < M := by
    by_contra hneg
    have h0 : 0 ≤ -M := by linarith
    nlinarith [mul_nonneg h0 he.le]
  -- take logarithms on both sides
  have hl := Real.log_le_log ht h
  rw [Real.log_mul hM.ne' he.ne', Real.log_exp] at hl
  unfold screeningRadius
  rw [le_div_iff₀ hk, Real.log_div hM.ne' ht.ne']
  linarith

/-- Let the integrals decay exponentially, at a positive rate, with the summed distance of the two
basis functions from the core. If at most `B` basis functions lie within the screening radius of
each core, the number of triples that reach a positive threshold is at most the number of cores
times `B ^ 2`. -/
theorem card_survivors_le [PseudoMetricSpace X] {x : ι → X} {y : κ → X}
    {I : ι → ι → κ → ℝ} {M k t : ℝ} {B : ℕ} (hk : 0 < k) (ht : 0 < t)
    (hI : ∀ i j c, |I i j c| ≤
      M * Real.exp (-(k * (dist (x i) (y c) + dist (x j) (y c)))))
    (hB : ∀ c, (nearby x (y c) (screeningRadius M k t)).card ≤ B) :
    (survivors I t).card ≤ Fintype.card κ * B ^ 2 := by
  classical
  let near : κ → Finset ι := fun c => nearby x (y c) (screeningRadius M k t)
  -- both basis functions of a surviving triple are close to its core
  have hsub : survivors I t ⊆
      Finset.univ.biUnion fun c => near c ×ˢ (near c ×ˢ ({c} : Finset κ)) := by
    rintro ⟨i, j, c⟩ h
    have h' : t ≤ |I i j c| := (Finset.mem_filter.1 h).2
    have hs := le_screeningRadius hk ht (h'.trans (hI i j c))
    have hi0 : 0 ≤ dist (x i) (y c) := dist_nonneg
    have hj0 : 0 ≤ dist (x j) (y c) := dist_nonneg
    have hi : dist (x i) (y c) ≤ screeningRadius M k t := by linarith
    have hj : dist (x j) (y c) ≤ screeningRadius M k t := by linarith
    exact Finset.mem_biUnion.2 ⟨c, Finset.mem_univ _, Finset.mem_product.2
      ⟨Finset.mem_filter.2 ⟨Finset.mem_univ _, hi⟩, Finset.mem_product.2
        ⟨Finset.mem_filter.2 ⟨Finset.mem_univ _, hj⟩, Finset.mem_singleton.2 rfl⟩⟩⟩
  refine (Finset.card_le_card hsub).trans ?_
  refine Finset.card_biUnion_le_card_mul _ _ _ fun c _ => ?_
  rw [Finset.card_product, Finset.card_product, Finset.card_singleton, mul_one, sq]
  exact Nat.mul_le_mul (hB c) (hB c)

/-- With at most one basis function per site of a `d`-dimensional integer lattice, at most
`(2 ⌊R⌋ + 1) ^ d` of them lie within a distance `R ≥ 0` of a lattice point, in the
largest-coordinate distance. -/
theorem card_nearby_lattice_le {d : ℕ} {x : ι → Fin d → ℤ} (hx : Function.Injective x)
    (p : Fin d → ℤ) (R : ℝ) : (nearby x p R).card ≤ (2 * ⌊R⌋₊ + 1) ^ d := by
  have h : ∀ s, (Finset.Icc (p s - (⌊R⌋₊ : ℤ)) (p s + (⌊R⌋₊ : ℤ))).card = 2 * ⌊R⌋₊ + 1 := by
    intro s
    rw [Int.card_Icc]
    omega
  -- the neighbourhood fits in a cube of lattice points
  calc (nearby x p R).card
      ≤ (Fintype.piFinset fun s =>
          Finset.Icc (p s - (⌊R⌋₊ : ℤ)) (p s + (⌊R⌋₊ : ℤ))).card := by
        refine Finset.card_le_card_of_injOn x ?_ hx.injOn
        intro i hi
        have hi' : dist (x i) p ≤ R := (Finset.mem_filter.1 hi).2
        refine Finset.mem_coe.2 (Fintype.mem_piFinset.2 fun s => ?_)
        have hs := (dist_le_pi_dist (x i) p s).trans hi'
        rw [Int.dist_eq] at hs
        have hn : (x i s - p s).natAbs ≤ ⌊R⌋₊ :=
          Nat.le_floor (by rw [Nat.cast_natAbs]; push_cast; exact hs)
        rw [Finset.mem_Icc]
        omega
    _ = (2 * ⌊R⌋₊ + 1) ^ d := by
        simp only [Fintype.card_piFinset, h, Finset.prod_const, Finset.card_univ,
          Fintype.card_fin]

/-- Let basis functions and cores sit on a `d`-dimensional integer lattice, with at most one basis
function per site. If the integrals decay exponentially, at a positive rate, with the summed
largest-coordinate distance of the two functions from the core, the number of triples that reach a
positive threshold is at most the number of cores times `(2 R + 1) ^ (2 d)`, where `R` is the
screening radius. -/
theorem lattice_screening {d : ℕ} {x : ι → Fin d → ℤ} {y : κ → Fin d → ℤ}
    {I : ι → ι → κ → ℝ} {M k t : ℝ} (hx : Function.Injective x) (hk : 0 < k) (ht : 0 < t)
    (hI : ∀ i j c, |I i j c| ≤
      M * Real.exp (-(k * (dist (x i) (y c) + dist (x j) (y c))))) :
    ((survivors I t).card : ℝ) ≤
      Fintype.card κ * (2 * screeningRadius M k t + 1) ^ (2 * d) := by
  rcases (survivors I t).eq_empty_or_nonempty with h | ⟨⟨i, j, c⟩, h⟩
  · rw [h, Finset.card_empty, Nat.cast_zero, pow_mul]
    positivity
  · -- a surviving triple shows that the screening radius is nonnegative
    have h' : t ≤ |I i j c| := (Finset.mem_filter.1 h).2
    have hR : 0 ≤ screeningRadius M k t :=
      (add_nonneg dist_nonneg dist_nonneg).trans
        (le_screeningRadius hk ht (h'.trans (hI i j c)))
    have hfl := Nat.floor_le hR
    have hcard := card_survivors_le hk ht hI
      (fun c => card_nearby_lattice_le hx (y c) (screeningRadius M k t))
    calc ((survivors I t).card : ℝ)
        ≤ ((Fintype.card κ * ((2 * ⌊screeningRadius M k t⌋₊ + 1) ^ d) ^ 2 : ℕ) : ℝ) :=
          Nat.cast_le.2 hcard
      _ = Fintype.card κ * (2 * (⌊screeningRadius M k t⌋₊ : ℝ) + 1) ^ (2 * d) := by
          push_cast
          rw [← pow_mul, mul_comm d 2]
      _ ≤ Fintype.card κ * (2 * screeningRadius M k t + 1) ^ (2 * d) := by
          gcongr

/-- On a chain of `N` sites, integrals bounded by `M exp (-k (|i - c| + |j - c|))` with `k > 0`
leave at most `N (2 ln (M / t) / k + 1) ^ 2` triples at or above a threshold `t > 0`. -/
theorem chain_screening {N : ℕ} {I : Fin N → Fin N → Fin N → ℝ} {M k t : ℝ}
    (hk : 0 < k) (ht : 0 < t)
    (hI : ∀ i j c, |I i j c| ≤ M * Real.exp (-(k *
      (|((i : ℕ) : ℝ) - ((c : ℕ) : ℝ)| + |((j : ℕ) : ℝ) - ((c : ℕ) : ℝ)|)))) :
    ((survivors I t).card : ℝ) ≤ N * (2 * (Real.log (M / t) / k) + 1) ^ 2 := by
  -- the chain is the one-dimensional lattice
  obtain ⟨pos, hp⟩ : ∃ pos : Fin N → Fin 1 → ℤ,
      pos = fun (i : Fin N) (_ : Fin 1) => ((i : ℕ) : ℤ) := ⟨_, rfl⟩
  have hinj : Function.Injective pos := by
    subst hp
    intro a b h
    have h0 : ((a : ℕ) : ℤ) = ((b : ℕ) : ℤ) := congrFun h 0
    exact Fin.ext (by omega)
  have hd : ∀ a b, dist (pos a) (pos b) = |((a : ℕ) : ℝ) - ((b : ℕ) : ℝ)| := by
    subst hp
    intro a b
    show dist (fun _ : Fin 1 => ((a : ℕ) : ℤ)) (fun _ : Fin 1 => ((b : ℕ) : ℤ)) = _
    rw [dist_pi_const, Int.dist_eq]
    simp only [Int.cast_natCast]
  have h := lattice_screening (y := pos) (I := I) (M := M) hinj hk ht
    (fun i j c => by rw [hd, hd]; exact hI i j c)
  rw [Fintype.card_fin, mul_one] at h
  exact h

/-- Model integrals on the chain, equal to `M exp (-k (|i - c| + |j - c|))`. -/
def modelIntegral {N : ℕ} (M k : ℝ) (i j c : Fin N) : ℝ :=
  M * Real.exp (-(k *
    (|((i : ℕ) : ℝ) - ((c : ℕ) : ℝ)| + |((j : ℕ) : ℝ) - ((c : ℕ) : ℝ)|)))

/-- For the model integrals and a threshold `t ≤ M`, at least `N` triples survive screening. -/
theorem linear_lower_bound (N : ℕ) {M k t : ℝ} (ht : t ≤ M) :
    N ≤ (survivors (modelIntegral (N := N) M k) t).card := by
  -- the triples with both basis functions on the core all survive
  calc N = (Finset.univ : Finset (Fin N)).card := by simp
    _ ≤ _ := by
        refine Finset.card_le_card_of_injOn (fun c => (c, c, c)) ?_
          (fun a _ b _ h => congrArg Prod.fst h)
        intro c _
        simpa [survivors, modelIntegral] using ht.trans (le_abs_self M)

/-- For the model integrals with nonnegative `M` and `k`, all `N ^ 3` triples survive when the
threshold is at most `M exp (-2 k N)`. -/
theorem cubic_below_crossover (N : ℕ) {M k t : ℝ} (hM : 0 ≤ M) (hk : 0 ≤ k)
    (ht : t ≤ M * Real.exp (-(2 * k * N))) :
    (survivors (modelIntegral (N := N) M k) t).card = N ^ 3 := by
  -- no distance on the chain exceeds its length
  have hb : ∀ a b : Fin N, |((a : ℕ) : ℝ) - ((b : ℕ) : ℝ)| ≤ N := by
    intro a b
    have ha : ((a : ℕ) : ℝ) ≤ N := Nat.cast_le.2 a.isLt.le
    have hb : ((b : ℕ) : ℝ) ≤ N := Nat.cast_le.2 b.isLt.le
    have ha0 : (0 : ℝ) ≤ ((a : ℕ) : ℝ) := Nat.cast_nonneg _
    have hb0 : (0 : ℝ) ≤ ((b : ℕ) : ℝ) := Nat.cast_nonneg _
    rw [abs_le]
    constructor <;> linarith
  have h : survivors (modelIntegral (N := N) M k) t = Finset.univ := by
    unfold survivors
    refine Finset.filter_true_of_mem ?_
    rintro ⟨i, j, c⟩ _
    refine (ht.trans ?_).trans (le_abs_self _)
    unfold modelIntegral
    refine mul_le_mul_of_nonneg_left (Real.exp_le_exp.mpr ?_) hM
    have hs := mul_le_mul_of_nonneg_left (add_le_add (hb i c) (hb j c)) hk
    linarith
  rw [h, Finset.card_univ]
  simp only [Fintype.card_prod, Fintype.card_fin]
  ring

end

end SemilocalScreening
```

```lean
#print axioms SemilocalScreening.lattice_screening
#print axioms SemilocalScreening.chain_screening
#print axioms SemilocalScreening.linear_lower_bound
#print axioms SemilocalScreening.cubic_below_crossover
```

```
'SemilocalScreening.lattice_screening' depends on axioms: [propext, Classical.choice, Quot.sound]
'SemilocalScreening.chain_screening' depends on axioms: [propext, Classical.choice, Quot.sound]
'SemilocalScreening.linear_lower_bound' depends on axioms: [propext, Classical.choice, Quot.sound]
'SemilocalScreening.cubic_below_crossover' depends on axioms: [propext, Classical.choice, Quot.sound]
```

## The bound on a chain and on a lattice

Take a chain of $N$ sites with one basis function and one core on each. Let $I_{ijc}$ be the integral for basis functions $i$ and $j$ and core $c$, and suppose that

$$|I_{ijc}| \le M\,e^{-k(|i-c|+|j-c|)}, \qquad k>0 .$$

For every threshold $t>0$, `chain_screening` states that

$$\#\{(i,j,c): |I_{ijc}|\ge t\} \;\le\; N\left(\frac{2\ln(M/t)}{k}+1\right)^2 .$$

With $M$, $k$ and $t$ held fixed as the chain grows, the right-hand side is linear in $N$. The condition $M\ge t$ is not needed: when $M<t$ no triple survives, and the right-hand side is never negative. For $M=0$ the logarithm is undefined on paper, and Lean sets it to $0$.

The chain is a special case of `lattice_screening`. There the centres are points of $\mathbb Z^d$, no two basis functions share a site, and the bound is the number of cores times $(2R+1)^{2d}$, where $R=\ln(M/t)/k$ is the screening radius. The cores may occupy any lattice sites, and their number need not equal the number of basis functions.

Behind both stands `card_survivors_le`, which needs no lattice. If at most $B$ basis functions lie within $R$ of each core, at most $B^2$ triples per core survive. This version suits real molecules, where an atom carries several basis functions and $B$ counts them all. Some limit on crowding is needed: if all $N$ functions and all $N$ cores sat at one point, every integral could equal $M$, and for $t\le M$ all $N^3$ would survive.

## The physics behind the decay hypothesis

The semilocal part of an effective core potential projects onto angular momenta about the core and multiplies each channel by a short-ranged radial function. Its matrix element between two basis functions is therefore small unless both functions reach into the region of the core, which is why the bound contains the sum of two distances. The long-range Coulomb tail of the local part behaves differently, and the hypothesis is not meant for it.

The exponential bound is assumed here, not derived from a particular potential or basis. The constant $M$ bounds the size of every integral, including those whose two functions are centred on the core. The rate $k$, measured per lattice spacing, reflects how quickly the basis functions and the radial potentials die away. Gaussians fall off faster than any exponential, so for a fixed set of Gaussian function types and Gaussian radial potentials any $k>0$ can be used, provided that $M$ is chosen large enough. The threshold $t$ is the user's choice.

In the code, `I : ι → ι → κ → ℝ` is an arbitrary real array, with `ι` labelling basis functions and `κ` labelling cores; any sum over angular-momentum channels is already contained in its entries. The maps `x` and `y` give their positions. The finite set `survivors I t` contains the triples with $|I_{ijc}|\ge t$, so an integral exactly at the threshold is kept, and $(i,j,c)$ and $(j,i,c)$ count separately when $i\ne j$. The set `nearby x p R` contains the functions centred within $R$ of the point $p$.

Distance on $\mathbb Z^d$ is the largest coordinate difference. Since this never exceeds the Euclidean distance, a decay bound in Euclidean distance with $M\ge 0$ implies the one required. On the chain, `Fin N` numbers the sites from $0$ to $N-1$, which leaves all differences as they would be for sites $1$ to $N$.

For a Gaussian-basis electronic-structure code, the result supports screening semilocal integrals by distance, within a model of exponential decay and bounded density of functions. It counts integrals; it does not bound the error made by discarding the small ones or the time spent finding the large ones.

## From the threshold to a count

**A surviving triple is compact.** Write $s$ for the summed distance of the two functions from the core. If the triple survives, then

$$t \le |I_{ijc}| \le M e^{-ks}.$$

Since $t$ and the exponential are positive, $M$ is positive too. Taking logarithms gives $\ln t\le \ln M-ks$, hence

$$s\le \frac{\ln(M/t)}{k}=R .$$

This is `le_screeningRadius`. It first obtains $M>0$ by contradiction, then applies `Real.log_le_log` and divides by $k$.

**Both functions are near the core.** The two distances are nonnegative and add up to at most $R$, so each is at most $R$. For a given core there are at most $B$ choices of $i$ and at most $B$ of $j$, hence at most $B^2$ pairs. Summing over cores gives `card_survivors_le`. In its proof, `hsub` places the survivors inside a union over cores of the products `near c ×ˢ (near c ×ˢ {c})`, and `Finset.card_biUnion_le_card_mul` bounds the size of that union.

**Few lattice sites are near a core.** If a lattice point lies within $R\ge 0$ of $p$ in the largest-coordinate distance, each of its coordinates differs from that of $p$ by an integer of magnitude at most $\lfloor R\rfloor$. That leaves $2\lfloor R\rfloor+1$ values per coordinate and $(2\lfloor R\rfloor+1)^d$ points in all. Because no two functions share a site, there are no more functions than points. In `card_nearby_lattice_le`, the cube of points is a product of integer intervals, and injectivity of `x` carries the count from points to functions.

**The pieces combine.** Setting $B=(2\lfloor R\rfloor+1)^d$ gives at most

$$(2\lfloor R\rfloor+1)^{2d}\le(2R+1)^{2d}$$

triples per core. The inequality uses $R\ge0$, which `lattice_screening` obtains from any surviving triple, since $0\le s\le R$. If there is no survivor, the count is zero and the even power on the right is nonnegative. For the chain, `chain_screening` embeds the sites in $\mathbb Z^1$, checks that the lattice distance is $|i-c|$, and sets $d=1$.

## A lower bound, and short chains

Two further theorems concern integrals that saturate the decay bound, $I_{ijc}=M e^{-k(|i-c|+|j-c|)}$, called `modelIntegral` in the code.

When both functions sit on the core, the integral equals $M$. If $t\le M$, the $N$ triples $(c,c,c)$ therefore all survive. This is `linear_lower_bound`, proved by counting the images of the injective map $c\mapsto(c,c,c)$. Under the decay hypothesis alone, no bound that grows more slowly than $N$ can hold at such a threshold.

In a short chain, screening removes nothing. No two sites are further apart than $N$, so the summed distance is at most $2N$, and for $M,k\ge0$ every model integral is at least $Me^{-2kN}$. If $t$ is no larger than this, all $N^3$ triples survive, as `cubic_below_crossover` states. For positive $M$, $k$ and $t$, the condition reads $N\le R/2$. It is sufficient but not sharp: the largest summed distance on the chain is $2(N-1)$, so all triples survive exactly when $N\le R/2+1$.

## A chain of a thousand sites

Let $M=1$, $k=2$ and $t=10^{-6}$, in units where the lattice spacing is one. Then

$$R=\frac{\ln 10^6}{2}\approx 6.908,\qquad (2R+1)^2\approx 219.5 .$$

For $N=1000$, at most about $2.195\times10^5$ of the $10^9$ triples survive, or roughly $0.02\,\%$.

The count before rounding up is tighter. With $\lfloor R\rfloor=6$, each core has at most $13$ functions in range, which gives $13^2=169$ pairs per core and $169\,000$ triples in all. For the model integrals, a direct count gives fewer still: the offsets $a=i-c$ and $b=j-c$ must satisfy $|a|+|b|\le6$, which leaves $85$ pairs for a core far from the ends. The derivation replaces this diamond of offsets by the square around it, which changes the prefactor but not the linear growth.

At the small end, $R/2\approx3.45$, so `cubic_below_crossover` applies to the model integrals for $N\le3$. With three sites, all $27$ triples survive. With four sites all $64$ still do, although the theorem no longer applies, because the largest summed distance is $6<R$. The upper bound $N(2R+1)^2$ falls below $N^3$ only from $N=15$ onwards, since $2R+1\approx14.8$.
